# For n spins 1/2 with symmetric secular dipolar couplings, the second moment is 9/(4n) times the sum of squared couplings over ordered pairs

In a rigid solid, each nuclear spin sits in the dipolar fields of its neighbours, and the magnetic resonance line is broad. The full line shape is a many-body problem, yet its second moment has a closed form. For $n$ spins 1/2 with the secular Hamiltonian

$$H=\sum_{i<j} d_{ij}\,(3I_{iz}I_{jz}-\mathbf I_i\cdot\mathbf I_j),\qquad F_x=\sum_i I_{ix},$$

I expect Van Vleck's result to read

$$M_2=-\frac{\mathrm{Tr}([H,F_x]^2)}{\mathrm{Tr}(F_x^2)}=\frac{9}{4n}\sum_{i\neq j}d_{ij}^2 .$$

I keep losing factors of two between pairs counted once and pairs counted twice. Can this be proved for every $n\ge 1$, with the explicit spin matrices, in a form that a proof assistant checks?

## The commutator leaves only products of a y and a z component

Yes, for real symmetric couplings. Here $H$ and $d_{ij}$ are angular frequencies (energies divided by $\hbar$), and the spin operators are dimensionless. $H$ is written in the frame rotating at the Larmor frequency, which removes the Zeeman term, so $M_2$ is the second moment about the Larmor frequency. For like spins at distance $r_{ij}$, with the connecting vector at angle $\theta_{ij}$ to the field, $d_{ij}=\frac{\mu_0}{4\pi}\gamma^2\hbar\,(1-3\cos^2\theta_{ij})/(2r_{ij}^3)$.

Operators on different spins commute, so only spin $i$'s own term in $F_x$ matters:

$$[I_{ix},F_x]=0,\qquad [I_{iy},F_x]=-iI_{iz},\qquad [I_{iz},F_x]=iI_{iy}.$$

(The $i$ in front of an operator is the imaginary unit.) The Leibniz rule $[AB,F]=A[B,F]+[A,F]B$ then gives, for $i\ne j$,

$$[I_{iz}I_{jz},F_x]=i(I_{iz}I_{jy}+I_{iy}I_{jz}),\qquad [I_{iy}I_{jy},F_x]=-i(I_{iy}I_{jz}+I_{iz}I_{jy}).$$

The $xx$ term commutes with $F_x$ and the two expressions above cancel in $\mathbf I_i\cdot\mathbf I_j$, so the scalar product drops out. What remains is three times the $zz$ commutator. Since $d_{ij}=d_{ji}$, the two terms of each pair are the two orderings of one expression:

$$[H,F_x]=3i\sum_{i\ne j}d_{ij}\,I_{iy}I_{jz}.$$

## Traces of products, spin by spin

The trace of a tensor product is the product of the one-spin traces. Every spin component is traceless and squares to $1/4$. Hence $\mathrm{Tr}(I_{ix}I_{jx})$ is $2^n/4$ for $i=j$ and zero otherwise, so $\mathrm{Tr}(F_x^2)=n2^n/4$, which is nonzero for $n\ge1$.

Now consider $\mathrm{Tr}(I_{iy}I_{jz}I_{ky}I_{lz})$ with $i\ne j$ and $k\ne l$.

- If $i=k$ and $j=l$, the operator is $I_{iy}^2I_{jz}^2=1/16$, with trace $2^n/16$.
- If $i=k$ but $j\ne l$, spin $j$ carries a single z component, and the trace vanishes.
- If $i\ne k$, spin $i$ carries either its y component alone or the product of its y and z components, which is proportional to its x component. The trace vanishes again.

Therefore

$$-\mathrm{Tr}([H,F_x]^2)=9\cdot\frac{2^n}{16}\sum_{i\ne j}d_{ij}^2,$$

and division by $n2^n/4$ gives $\frac{9}{4n}\sum_{i\ne j}d_{ij}^2$. One spin gives zero, and two spins give $\frac94 d_{01}^2$, with spins numbered from 0 as in the code.

If every spin has the same sum $S=\sum_{j\ne i}d_{ij}^2$, the sum over ordered pairs is $nS$ and $M_2=\frac94S$. This is the situation of equivalent sites in a periodic cluster.

## What the Lean statement says

A basis state is a function `Fin n → Fin 2`, an up/down label for each spin, and `ManyOp n` is the type of complex matrices on these states. `site i A` is the one-spin matrix `A` on spin `i` with identities elsewhere, and `totalSpin n Sx` is $F_x$. `dipolarH d` counts each pair once, through `p.1 < p.2`, while the result sums over `p.1 ≠ p.2`, so each pair appears there twice.

`vanVleck_secondMoment` assumes `1 ≤ n` and the symmetry `hd`. It concludes that $\mathrm{Tr}(F_x^2)\neq0$ and that `secondMoment d` has the stated value, as an equality of complex numbers. `secondMoment_equivalent_spins` adds the hypothesis `hS` of equal sums and gives $\frac94S$.

The trace ratio is taken as the definition of the second moment; its derivation from the absorption line, in the high-temperature limit, is assumed. The theorem treats finitely many like spins 1/2 with given numbers $d_{ij}$. Higher spins, unlike nuclei, non-secular terms and lattice sums over $r_{ij}^{-6}$, which also belong to Van Vleck's theory, are not treated.

```lean
import Mathlib

open Finset

namespace VanVleckSecondMoment

noncomputable section

/-- Operators of one spin 1/2. -/
abbrev SpinOp := Matrix (Fin 2) (Fin 2) ℂ

/-- Operators of `n` spins 1/2, in the basis of up/down configurations. -/
abbrev ManyOp (n : ℕ) := Matrix (Fin n → Fin 2) (Fin n → Fin 2) ℂ

/-- The x component of a spin 1/2. -/
def Sx : SpinOp := !![0, 1/2; 1/2, 0]

/-- The y component of a spin 1/2. -/
def Sy : SpinOp := !![0, -Complex.I/2; Complex.I/2, 0]

/-- The z component of a spin 1/2. -/
def Sz : SpinOp := !![1/2, 0; 0, -1/2]

variable {n : ℕ}

/-- The tensor product of one operator for each spin. -/
def productOp (A : Fin n → SpinOp) : ManyOp n :=
  Matrix.of fun s t => ∏ k, A k (s k) (t k)

/-- The operator `A` acting on spin `i`, with the identity on all other spins. -/
def site (i : Fin n) (A : SpinOp) : ManyOp n :=
  productOp (Pi.mulSingle i A : Fin n → SpinOp)

/-- The sum over all spins of the one-spin operator `A`; `totalSpin n Sx` is `Fx`. -/
def totalSpin (n : ℕ) (A : SpinOp) : ManyOp n := ∑ k, site k A

/-- The secular dipolar operator `3 Iiz Ijz - Ii·Ij` of two spins. -/
def dipolarPair (i j : Fin n) : ManyOp n :=
  (3 : ℂ) • (site i Sz * site j Sz) -
    (site i Sx * site j Sx + site i Sy * site j Sy + site i Sz * site j Sz)

/-- The secular dipolar Hamiltonian, each pair of spins counted once. -/
def dipolarH (d : Fin n → Fin n → ℝ) : ManyOp n :=
  ∑ p : Fin n × Fin n with p.1 < p.2, (d p.1 p.2 : ℂ) • dipolarPair p.1 p.2

/-- The second moment `-Tr([H,Fx]²)/Tr(Fx²)` of the resonance line, for at least one spin. -/
def secondMoment (d : Fin n → Fin n → ℝ) : ℂ :=
  -Matrix.trace ((dipolarH d * totalSpin n Sx - totalSpin n Sx * dipolarH d) ^ 2) /
    Matrix.trace (totalSpin n Sx ^ 2)

/-- Squares of the spin-1/2 components, and the products of `Sx` with `Sz` and `Sy`. -/
theorem spin_products :
    Sx * Sx = (1 / 4 : ℂ) • (1 : SpinOp) ∧ Sy * Sy = (1 / 4 : ℂ) • (1 : SpinOp) ∧
    Sz * Sz = (1 / 4 : ℂ) • (1 : SpinOp) ∧
    Sz * Sx = (Complex.I / 2) • Sy ∧ Sx * Sz = (-(Complex.I / 2)) • Sy ∧
    Sy * Sx = (-(Complex.I / 2)) • Sz ∧ Sx * Sy = (Complex.I / 2) • Sz := by
  refine ⟨?_, ?_, ?_, ?_, ?_, ?_, ?_⟩ <;> ext a b <;> fin_cases a <;> fin_cases b <;>
    simp [Sx, Sy, Sz, Matrix.mul_apply, Fin.sum_univ_two] <;> ring_nf <;>
    norm_num [Complex.I_sq]

/-- Product operators multiply spin by spin. -/
theorem productOp_mul (A B : Fin n → SpinOp) :
    productOp A * productOp B = productOp (A * B) := by
  ext s t
  simp only [productOp, Matrix.mul_apply, Matrix.of_apply, Pi.mul_apply,
    ← Finset.prod_mul_distrib]
  rw [Finset.prod_univ_sum, Fintype.piFinset_univ]

/-- The trace of a product operator is the product of the one-spin traces. -/
theorem trace_productOp (A : Fin n → SpinOp) :
    Matrix.trace (productOp A) = ∏ k, Matrix.trace (A k) := by
  simp only [Matrix.trace, Matrix.diag_apply, productOp, Matrix.of_apply]
  rw [Finset.prod_univ_sum, Fintype.piFinset_univ]

/-- A one-spin product rule `A B = c C` holds unchanged for the operators of spin `i`
in the many-spin system. -/
theorem site_mul (i : Fin n) {A B C : SpinOp} {c : ℂ} (h : A * B = c • C) :
    site i A * site i B = c • site i C := by
  -- the entries of a site operator are linear in the one-spin operator
  have key : ∀ (D : SpinOp) (s t : Fin n → Fin 2), site i D s t =
      D (s i) (t i) * ∏ k ∈ univ.erase i, (1 : SpinOp) (s k) (t k) := by
    intro D s t
    simp only [site, productOp, Matrix.of_apply]
    rw [← Finset.mul_prod_erase univ _ (mem_univ i), Pi.mulSingle_eq_same]
    congr 1
    refine Finset.prod_congr rfl fun k hk => ?_
    simp [Finset.ne_of_mem_erase hk]
  have hm : site i A * site i B = site i (A * B) := by
    simp only [site, productOp_mul, Pi.mulSingle_mul]
  rw [hm, h]
  ext s t
  simp only [Matrix.smul_apply, key, smul_eq_mul, mul_assoc]

/-- Operators of different spins commute. -/
theorem site_comm {i j : Fin n} (hij : i ≠ j) (A B : SpinOp) :
    site i A * site j B = site j B * site i A := by
  simp only [site, productOp_mul]
  congr 1
  funext k
  rcases eq_or_ne k i with rfl | h
  · simp [hij]
  · simp [Pi.mulSingle_apply, h]

/-- For symmetric couplings, `[H,Fx]` is `3i` times the sum of `d_ij Iiy Ijz` over ordered
pairs of different spins. -/
theorem dipolar_commutator (d : Fin n → Fin n → ℝ) (hd : ∀ i j, d i j = d j i) :
    dipolarH d * totalSpin n Sx - totalSpin n Sx * dipolarH d =
      (3 * Complex.I) • ∑ p : Fin n × Fin n with p.1 ≠ p.2,
        (d p.1 p.2 : ℂ) • (site p.1 Sy * site p.2 Sz) := by
  obtain ⟨-, -, -, zx, xz, yx, xy⟩ := spin_products
  -- Fx rotates each spin separately
  have loc : ∀ (i : Fin n) (A : SpinOp), site i A * totalSpin n Sx - totalSpin n Sx * site i A =
      site i A * site i Sx - site i Sx * site i A := by
    intro i A
    simp only [totalSpin, Finset.mul_sum, Finset.sum_mul, ← Finset.sum_sub_distrib]
    refine Finset.sum_eq_single i (fun k _ hk => ?_) (fun h => absurd (mem_univ i) h)
    rw [site_comm hk.symm, sub_self]
  have cx : ∀ i : Fin n, site i Sx * totalSpin n Sx - totalSpin n Sx * site i Sx = 0 :=
    fun i => by rw [loc, sub_self]
  have cy : ∀ i : Fin n, site i Sy * totalSpin n Sx - totalSpin n Sx * site i Sy =
      (-Complex.I) • site i Sz := fun i => by
    rw [loc, site_mul i yx, site_mul i xy]
    module
  have cz : ∀ i : Fin n, site i Sz * totalSpin n Sx - totalSpin n Sx * site i Sz =
      Complex.I • site i Sy := fun i => by
    rw [loc, site_mul i zx, site_mul i xz]
    module
  have leib : ∀ A B F : ManyOp n,
      A * B * F - F * (A * B) = A * (B * F - F * B) + (A * F - F * A) * B := by
    intro A B F
    noncomm_ring
  have lin : ∀ X Y Z F : ManyOp n,
      ((3 : ℂ) • Z - (X + Y + Z)) * F - F * ((3 : ℂ) • Z - (X + Y + Z)) =
        (3 : ℂ) • (Z * F - F * Z) -
          ((X * F - F * X) + (Y * F - F * Y) + (Z * F - F * Z)) := by
    intro X Y Z F
    simp only [sub_mul, mul_sub, add_mul, mul_add, smul_mul_assoc, mul_smul_comm]
    module
  -- the scalar product Ii·Ij drops out
  have pair : ∀ i j : Fin n,
      dipolarPair i j * totalSpin n Sx - totalSpin n Sx * dipolarPair i j =
        (3 * Complex.I) • (site i Sy * site j Sz + site i Sz * site j Sy) := by
    intro i j
    rw [dipolarPair, lin]
    simp only [leib, cx, cy, cz, mul_smul_comm, smul_mul_assoc, mul_zero, zero_mul]
    module
  -- ordered pairs are pairs counted once, together with their exchange
  have ordered : ∀ f : Fin n × Fin n → ManyOp n, ∑ p : Fin n × Fin n with p.1 ≠ p.2, f p =
      ∑ p : Fin n × Fin n with p.1 < p.2, (f p + f p.swap) := by
    intro f
    have h : ∑ p : Fin n × Fin n, (if p.1 < p.2 then f p.swap else 0) =
        ∑ p : Fin n × Fin n, (if p.2 < p.1 then f p else 0) :=
      (Equiv.prodComm (Fin n) (Fin n)).sum_comp fun p => if p.2 < p.1 then f p else 0
    rw [Finset.sum_add_distrib]
    simp only [Finset.sum_filter]
    rw [h, ← Finset.sum_add_distrib]
    refine sum_congr rfl fun p _ => ?_
    rcases lt_trichotomy p.1 p.2 with h | h | h
    · simp [h, h.ne, not_lt_of_ge h.le]
    · simp [h]
    · simp [h, h.ne', not_lt_of_ge h.le]
  rw [ordered, Finset.smul_sum, dipolarH, Finset.sum_mul, Finset.mul_sum,
    ← Finset.sum_sub_distrib]
  refine sum_congr rfl fun p hp => ?_
  rw [smul_mul_assoc, mul_smul_comm, ← smul_sub, pair, Prod.fst_swap, Prod.snd_swap,
    hd p.2 p.1, site_comm (mem_filter.1 hp).2.ne Sz Sy]
  module

/-- The normalisation of the line: `Tr(Fx²) = n 2ⁿ / 4`. -/
theorem trace_totalSpin_sq (n : ℕ) :
    Matrix.trace (totalSpin n Sx ^ 2) = (n : ℂ) * 2 ^ n / 4 := by
  have diag : ∀ i : Fin n, Matrix.trace (site i Sx * site i Sx) = 2 ^ n / 4 := by
    intro i
    rw [site_mul i spin_products.1, Matrix.trace_smul, site, Pi.mulSingle_one, trace_productOp]
    simp
    ring
  have off : ∀ i j : Fin n, i ≠ j → Matrix.trace (site i Sx * site j Sx) = 0 := by
    intro i j h
    simp only [site, productOp_mul, trace_productOp]
    refine Finset.prod_eq_zero (mem_univ i) ?_
    simp [h, Sx, Matrix.trace_fin_two]
  rw [pow_two, totalSpin, Finset.sum_mul_sum]
  simp only [Matrix.trace_sum]
  rw [sum_congr rfl fun i _ => (Finset.sum_eq_single i
    (fun j _ h => off i j h.symm) (by simp)).trans (diag i)]
  simp
  ring

/-- The two-spin operators `Iiy Ijz` with `i ≠ j` are orthogonal under the trace, and
each has squared norm `2ⁿ / 16`. -/
theorem trace_twoSpin {i j k l : Fin n} (hij : i ≠ j) (hkl : k ≠ l) :
    Matrix.trace (site i Sy * site j Sz * (site k Sy * site l Sz)) =
      if i = k ∧ j = l then 2 ^ n / 16 else 0 := by
  obtain ⟨-, yy, zz, -⟩ := spin_products
  split_ifs with h
  · obtain ⟨rfl, rfl⟩ := h
    have e : site i Sy * site j Sz * (site i Sy * site j Sz) =
        (site i Sy * site i Sy) * (site j Sz * site j Sz) := by
      calc _ = site i Sy * (site j Sz * site i Sy) * site j Sz := by
            simp only [mul_assoc]
        _ = _ := by
            rw [site_comm hij.symm]
            simp only [mul_assoc]
    rw [e, site_mul i yy, site_mul j zz]
    simp only [smul_mul_assoc, mul_smul_comm, Matrix.trace_smul, site, Pi.mulSingle_one,
      productOp_mul, trace_productOp, mul_one]
    simp
    ring
  · -- some spin carries a traceless factor
    simp only [site, productOp_mul, trace_productOp]
    by_cases hik : i = k
    · subst hik
      have hjl : j ≠ l := fun e => h ⟨rfl, e⟩
      refine Finset.prod_eq_zero (mem_univ j) ?_
      simp [hij.symm, hjl, Sz, Matrix.trace_fin_two]
      norm_num
    · refine Finset.prod_eq_zero (mem_univ i) ?_
      by_cases hil : i = l
      · subst hil
        simp [hij, hik, Sy, Sz, Matrix.trace_fin_two]
      · simp [hij, hik, hil, Sy, Matrix.trace_fin_two]

/-- Van Vleck's formula: for at least one spin 1/2 and symmetric couplings, `Tr(Fx²)` is
nonzero and the second moment is `9/(4n)` times the sum of `d_ij²` over ordered pairs of
different spins. -/
theorem vanVleck_secondMoment (hn : 1 ≤ n) (d : Fin n → Fin n → ℝ)
    (hd : ∀ i j, d i j = d j i) :
    Matrix.trace (totalSpin n Sx ^ 2) ≠ 0 ∧ secondMoment d =
      9 / (4 * n) * ∑ p : Fin n × Fin n with p.1 ≠ p.2, (d p.1 p.2 : ℂ) ^ 2 := by
  have hn0 : (n : ℂ) ≠ 0 := Nat.cast_ne_zero.2 (by omega)
  have hF : (n : ℂ) * 2 ^ n / 4 ≠ 0 :=
    div_ne_zero (mul_ne_zero hn0 (pow_ne_zero _ two_ne_zero)) (by norm_num)
  -- only equal ordered pairs contribute to the trace of the square
  have hSS : Matrix.trace ((∑ p : Fin n × Fin n with p.1 ≠ p.2,
      (d p.1 p.2 : ℂ) • (site p.1 Sy * site p.2 Sz)) ^ 2) =
      2 ^ n / 16 * ∑ p : Fin n × Fin n with p.1 ≠ p.2, (d p.1 p.2 : ℂ) ^ 2 := by
    rw [pow_two, Finset.sum_mul_sum, Matrix.trace_sum, Finset.mul_sum]
    refine sum_congr rfl fun p hp => ?_
    have hp' := (mem_filter.1 hp).2
    rw [Matrix.trace_sum]
    refine (Finset.sum_eq_single_of_mem p hp fun q hq hqp => ?_).trans ?_
    · rw [smul_mul_assoc, mul_smul_comm, Matrix.trace_smul, Matrix.trace_smul,
        trace_twoSpin hp' (mem_filter.1 hq).2,
        if_neg (fun h => hqp (Prod.ext h.1.symm h.2.symm)), smul_zero, smul_zero]
    · rw [smul_mul_assoc, mul_smul_comm, Matrix.trace_smul, Matrix.trace_smul,
        trace_twoSpin hp' hp', if_pos ⟨rfl, rfl⟩]
      simp only [smul_eq_mul]
      ring
  refine ⟨by rwa [trace_totalSpin_sq], ?_⟩
  rw [secondMoment, trace_totalSpin_sq, dipolar_commutator d hd, smul_pow, Matrix.trace_smul,
    hSS, smul_eq_mul, div_eq_iff hF]
  generalize (∑ p : Fin n × Fin n with p.1 ≠ p.2, (d p.1 p.2 : ℂ) ^ 2) = s
  linear_combination (-(9 / 16) * s * 2 ^ n) * (Complex.I_sq + mul_inv_cancel₀ hn0)

/-- If there is at least one spin, the couplings are symmetric and every spin has the same
sum `S` of squared couplings to the other spins, the second moment is `9 S / 4`. -/
theorem secondMoment_equivalent_spins (hn : 1 ≤ n) (d : Fin n → Fin n → ℝ)
    (hd : ∀ i j, d i j = d j i) (S : ℝ)
    (hS : ∀ i, (∑ j, if i ≠ j then d i j ^ 2 else 0) = S) :
    secondMoment d = 9 / 4 * (S : ℂ) := by
  have hn0 : (n : ℂ) ≠ 0 := Nat.cast_ne_zero.2 (by omega)
  have hC : ∀ i, (∑ j, if i ≠ j then (d i j : ℂ) ^ 2 else 0) = (S : ℂ) := by
    intro i
    rw [← hS i, Complex.ofReal_sum]
    refine sum_congr rfl fun j _ => ?_
    split_ifs <;> simp
  rw [(vanVleck_secondMoment hn d hd).2, Finset.sum_filter, Fintype.sum_prod_type]
  simp only [hC, Finset.sum_const, Finset.card_univ, Fintype.card_fin, nsmul_eq_mul]
  field_simp

end

end VanVleckSecondMoment
```

```lean
#print axioms VanVleckSecondMoment.vanVleck_secondMoment
#print axioms VanVleckSecondMoment.secondMoment_equivalent_spins
```

```
'VanVleckSecondMoment.vanVleck_secondMoment' depends on axioms: [propext, Classical.choice, Quot.sound]
'VanVleckSecondMoment.secondMoment_equivalent_spins' depends on axioms: [propext, Classical.choice, Quot.sound]
```

## From one-spin products to the final quotient

`spin_products` checks the required $2\times2$ products entry by entry. `productOp_mul` and `trace_productOp` give the tensor-product rules; both exchange a product over spins with a sum over configurations. `site_mul` carries one-spin relations over to the many-spin system, and `site_comm` says that different spins commute.

In `dipolar_commutator`, the step `loc` reduces a commutator with $F_x$ to one spin, and `cx`, `cy` and `cz` are the three commutators above. The Leibniz rule is `leib`, and `pair` is where the scalar product cancels. `ordered` turns a sum over ordered pairs into a sum over pairs counted once plus their exchange, for any summand. The final rewrite then uses `hd` to give both orderings of a pair the same coupling.

`trace_totalSpin_sq` computes the denominator, and `trace_twoSpin` follows the case distinction on $i,j,k,l$. In the main theorem, `hSS` collapses the double sum to equal ordered pairs, and the closing `linear_combination` uses $i^2=-1$ and $n\cdot n^{-1}=1$. The corollary splits the pair sum into $n$ equal inner sums.

## Asymmetric couplings and added exchange

Symmetry of $d$ matters because $H$ reads only the entries with $i<j$. Take two spins with $d_{01}=1$ and $d_{10}=0$. The Hamiltonian is the same as for $d_{01}=d_{10}=1$, so the second moment is $9/4$, whereas the right-hand side gives $9/8$.

The same argument by hand, though not the file, shows that adding isotropic exchange $\sum_{i<j}J_{ij}\,\mathbf I_i\cdot\mathbf I_j$ to $H$ leaves $M_2$ unchanged, because each scalar product commutes with $F_x$.

For a simulated free induction decay of a finite cluster of like spins 1/2 under this secular Hamiltonian, in the high-temperature limit, the formula gives a reference value: the normalised signal $\mathrm{Tr}(F_x(t)F_x)/\mathrm{Tr}(F_x^2)$, with $F_x(t)=e^{iHt}F_xe^{-iHt}$, has second derivative $-M_2$ at $t=0$.
